# At most $(1+2r_c/\delta)^d$ atoms with minimum separation $\delta$ fit within a cutoff $r_c$

If atoms may come arbitrarily close together, a cutoff does not limit the work of evaluating an interatomic potential. In a pair potential the energy of one atom is a sum over the other atoms within the cutoff radius $r_c$, and many-body potentials commonly combine sums over the same atoms. Any number of distinct points fits into a sphere of positive radius. An array with a fixed number of places for neighbours can then overflow, and the cost per atom has no ceiling.

A minimum distance $\delta>0$ between atoms removes the problem. It stands for the short-range repulsion that keeps atoms from overlapping. Let $N$ points of Euclidean $\mathbb{R}^d$ have mutual distances at least $\delta$, and let all of them lie within $r_c\ge 0$ of a point $c$. Then
$$N\le\left(1+\frac{2r_c}{\delta}\right)^d .$$

For classical point atoms that keep this distance, the sums in a finite-range potential, fitted or machine-learned, therefore have a bounded number of terms per atom.

## Comparing volumes

Put an open ball of radius $\delta/2$ around each atom. If a point $z$ lay in the balls of two distinct atoms $x$ and $y$, then
$$|x-y|\le|x-z|+|z-y|<\tfrac{\delta}{2}+\tfrac{\delta}{2}=\delta,$$
which contradicts the minimum distance. The balls are disjoint.

If $y$ is now any point in the ball around an atom $x$, then
$$|y-c|\le|y-x|+|x-c|<\tfrac{\delta}{2}+r_c ,$$
so all the small balls lie in the ball of radius $r_c+\delta/2$ around $c$. A ball of radius $r$ has volume $\omega_d r^d$, where $\omega_d>0$ is the volume of the unit ball. Adding the disjoint volumes gives
$$N\,\omega_d\left(\tfrac{\delta}{2}\right)^d\le\omega_d\left(r_c+\tfrac{\delta}{2}\right)^d .$$
Cancelling $\omega_d$ and dividing by $(\delta/2)^d$ gives the bound, because $(r_c+\delta/2)/(\delta/2)=1+2r_c/\delta$.

## Crystals and neighbour lists

Let $S$ be a set of atoms with mutual distances at least $\delta$, possibly infinite, as in a crystal. If infinitely many of them lay within $r_c$ of $c$, one could pick a finite number of these larger than $(1+2r_c/\delta)^d$, against the bound just derived. So the number within the cutoff is finite, and the bound applies to it.

Now take $c$ to be an atom $a$ of $S$. The atoms within the cutoff are $a$ itself and its neighbours, so the number of neighbours is at most $(1+2r_c/\delta)^d-1$.

## A chain that reaches the bound, and points that exceed any bound

Place atoms on a line at $k\delta$ for $k=0,\dots,n$. Each is within $n\delta/2$ of the midpoint $n\delta/2$. With $r_c=n\delta/2$ the bound for $d=1$ is $1+n$, which is exactly the number of atoms.

Without a minimum distance, let $d\ge1$ and $r_c>0$, choose a unit vector $v$, and take the points
$$x_k=c+\frac{r_c}{k+1}\,v,\qquad k=0,\dots,N-1 .$$
They are distinct, and their distances from $c$ are $r_c/(k+1)\le r_c$. Since $N$ is arbitrary, distinctness alone gives no bound.

## Numbers for a 5 Å cutoff

Take $d=3$, $\delta=2$ Å and $r_c=5$ Å. Then $1+2r_c/\delta=6$, so at most $6^3=216$ atoms lie within the cutoff, and an atom has at most 215 neighbours. For comparison, in a simple cubic lattice of spacing 2 Å the neighbours are the nonzero integer triples with $i^2+j^2+k^2\le 6.25$. The values 1 to 6 of this sum occur $6,12,8,6,24,24$ times, which makes 80 neighbours. The bound is safe but generous here.

In a molecular dynamics run, the neighbours of atom $i$ can be stored in row $i$ of a rectangular array, whose width must be fixed when memory is allocated. Lists are often built with a slightly larger radius so that they stay valid for several time steps, and that radius is the one to insert. With a margin of 1 Å the example gives $7^3-1=342$ places per row. With periodic boundaries, $S$ contains the periodic images too, and $\delta$ must also hold between an atom and the images.

## Atoms, separation and neighbours in Lean

```lean
import Mathlib

open MeasureTheory Metric

namespace NeighbourCount

noncomputable section
```

Positions are vectors with $d$ real coordinates and the Euclidean distance. The dimension may be any natural number. For $d=0$ the space is a single point and the bound correctly reads $N\le1$.

```lean
/-- Euclidean space of dimension `d`, in which the atoms sit. -/
abbrev Space (d : ℕ) := EuclideanSpace ℝ (Fin d)
```

The separation condition concerns distinct members of a set and allows distances equal to $\delta$.

```lean
/-- Any two distinct atoms of `S` are at least `δ` apart. -/
def MinSeparated {d : ℕ} (δ : ℝ) (S : Set (Space d)) : Prop :=
  ∀ x ∈ S, ∀ y ∈ S, x ≠ y → δ ≤ dist x y
```

The neighbour list is modelled as a set, without order. The cutoff is inclusive, and the list is a full one: each pair of neighbours appears in the lists of both atoms.

```lean
/-- The neighbour list of `a`: all other atoms of `S` within the cutoff `rc`. -/
def neighbours {d : ℕ} (S : Set (Space d)) (rc : ℝ) (a : Space d) : Set (Space d) :=
  {b | b ∈ S ∧ b ≠ a ∧ dist b a ≤ rc}
```

That real atoms keep a distance $\delta$ throughout a simulation is assumed and not derived. A short-range repulsion too strong for the available energy to overcome would secure it, but a fitted potential with weak repulsion at short range may fail to do so.

## The packing bound

The first lemma is the disjointness of the small balls. Mathlib's `ball_disjoint_ball` contains the triangle inequality, and what remains is $\delta/2+\delta/2\le|x-y|$.

```lean
/-- Open balls of radius `δ / 2` around atoms with mutual distances at least `δ`
do not overlap. -/
theorem disjoint_balls {d : ℕ} {δ : ℝ} {S : Set (Space d)} (h : MinSeparated δ S) :
    S.PairwiseDisjoint (fun x => ball x (δ / 2)) := by
  intro x hx y hy hxy
  exact ball_disjoint_ball (by linarith [h x hx y hy hxy])
```

The next theorem is the volume comparison with $\omega_d$ already cancelled. Here `s` is the finite set of atoms and `s.card` is $N$. The step `hball` is the scaling of volume with $r^d$, and `hsub` is the inclusion in the large ball. Monotonicity of volume and additivity over disjoint balls then give the inequality. Mathlib's volumes may be infinite, so the proof records that the unit ball has finite, positive volume before it passes to real numbers and cancels.

```lean
/-- Volume comparison: for atoms at least `δ > 0` apart and within `rc ≥ 0` of `c`, the number
of atoms times `(δ / 2) ^ d` is at most `(rc + δ / 2) ^ d`. -/
theorem packing_volume {d : ℕ} {δ rc : ℝ} (hδ : 0 < δ) (hrc : 0 ≤ rc)
    (s : Finset (Space d)) (c : Space d) (hs : MinSeparated δ (s : Set (Space d)))
    (hc : ∀ x ∈ s, dist x c ≤ rc) :
    (s.card : ℝ) * (δ / 2) ^ d ≤ (rc + δ / 2) ^ d := by
  have hr : 0 < δ / 2 := by positivity
  have hR : 0 < rc + δ / 2 := by positivity
  -- the volume of a ball scales with the power `d` of its radius
  have hball : ∀ (x : Space d) (r : ℝ), 0 < r →
      volume (ball x r) = ENNReal.ofReal (r ^ d) * volume (ball (0 : Space d) 1) := by
    intro x r hr
    rw [Measure.addHaar_ball_of_pos volume x hr, finrank_euclideanSpace_fin]
  -- the small balls all lie in one large ball
  have hsub : (⋃ x ∈ s, ball x (δ / 2)) ⊆ ball c (rc + δ / 2) := by
    intro y hy
    simp only [Set.mem_iUnion, mem_ball, exists_prop] at hy
    obtain ⟨x, hx, hyx⟩ := hy
    rw [mem_ball]
    linarith [dist_triangle y x c, hc x hx]
  have h := measure_mono (μ := volume) hsub
  rw [measure_biUnion_finset (disjoint_balls hs) (fun _ _ => measurableSet_ball),
    Finset.sum_congr rfl (fun x _ => hball x (δ / 2) hr), Finset.sum_const, nsmul_eq_mul,
    hball c _ hR, ← mul_assoc] at h
  -- cancel the finite, positive volume of the unit ball
  have hfin : volume (ball (0 : Space d) 1) ≠ ⊤ := measure_ball_lt_top.ne
  have hpos : 0 < (volume (ball (0 : Space d) 1)).toReal :=
    ENNReal.toReal_pos (measure_ball_pos volume _ one_pos).ne' hfin
  have h2 := ENNReal.toReal_mono (ENNReal.mul_ne_top ENNReal.ofReal_ne_top hfin) h
  simp only [ENNReal.toReal_mul, ENNReal.toReal_natCast,
    ENNReal.toReal_ofReal (pow_pos hr d).le, ENNReal.toReal_ofReal (pow_pos hR d).le] at h2
  exact le_of_mul_le_mul_right h2 hpos
```

The main bound follows by the division done above; `e` is the identity for the ratio of the radii.

```lean
/-- Finitely many points with mutual distances at least `δ > 0`, all within `rc ≥ 0` of a
given point, number at most `(1 + 2 rc / δ) ^ d`. -/
theorem card_le {d : ℕ} {δ rc : ℝ} (hδ : 0 < δ) (hrc : 0 ≤ rc)
    (s : Finset (Space d)) (c : Space d) (hs : MinSeparated δ (s : Set (Space d)))
    (hc : ∀ x ∈ s, dist x c ≤ rc) :
    (s.card : ℝ) ≤ (1 + 2 * rc / δ) ^ d := by
  have e : 1 + 2 * rc / δ = (rc + δ / 2) / (δ / 2) := by
    field_simp
    ring
  rw [e, div_pow, le_div_iff₀ (by positivity)]
  exact packing_volume hδ hrc s c hs hc
```

## From finite sets to neighbour lists

For a possibly infinite `S`, the statement has two parts: the atoms in the closed ball are finite in number, and their count `ncard` obeys the bound. The first part is needed because `ncard` is defined as 0 for an infinite set. In the proof, `key` applies the main bound to every finite part, and an infinite intersection would contain a finite part that is too large.

```lean
/-- In a possibly infinite set of atoms at least `δ > 0` apart, a closed ball of radius
`rc ≥ 0` contains finitely many atoms, at most `(1 + 2 rc / δ) ^ d`. -/
theorem finite_and_ncard_le {d : ℕ} {δ rc : ℝ} (hδ : 0 < δ) (hrc : 0 ≤ rc)
    {S : Set (Space d)} (hS : MinSeparated δ S) (c : Space d) :
    (S ∩ closedBall c rc).Finite ∧
      ((S ∩ closedBall c rc).ncard : ℝ) ≤ (1 + 2 * rc / δ) ^ d := by
  -- every finite part obeys the bound
  have key : ∀ t : Finset (Space d), (t : Set (Space d)) ⊆ S ∩ closedBall c rc →
      (t.card : ℝ) ≤ (1 + 2 * rc / δ) ^ d := fun t ht =>
    card_le hδ hrc t c (fun x hx y hy => hS x (ht hx).1 y (ht hy).1)
      (fun x hx => mem_closedBall.1 (ht (Finset.mem_coe.2 hx)).2)
  have hfin : (S ∩ closedBall c rc).Finite := by
    by_contra hinf
    obtain ⟨n, hn⟩ := exists_nat_gt ((1 + 2 * rc / δ) ^ d)
    obtain ⟨t, ht, hcard⟩ := Set.Infinite.exists_subset_card_eq hinf n
    have := key t ht
    rw [hcard] at this
    linarith
  refine ⟨hfin, ?_⟩
  rw [Set.ncard_eq_toFinset_card _ hfin]
  exact key _ (by rw [hfin.coe_toFinset])
```

For the neighbour list, `e` says that the atoms within the cutoff of `a` are `a` together with its neighbours. This uses `ha`, that `a` belongs to `S`, and $r_c\ge0$. Since `a` is not its own neighbour, the count drops by one.

```lean
/-- If the atoms of `S` are at least `δ > 0` apart, the neighbour list of each atom for a cutoff
`rc ≥ 0` is finite and has at most `(1 + 2 rc / δ) ^ d - 1` entries. -/
theorem neighbours_bound {d : ℕ} {δ rc : ℝ} (hδ : 0 < δ) (hrc : 0 ≤ rc)
    {S : Set (Space d)} (hS : MinSeparated δ S) {a : Space d} (ha : a ∈ S) :
    (neighbours S rc a).Finite ∧
      ((neighbours S rc a).ncard : ℝ) ≤ (1 + 2 * rc / δ) ^ d - 1 := by
  obtain ⟨hfin, hle⟩ := finite_and_ncard_le hδ hrc hS a
  -- the central atom together with its neighbours fills the cutoff sphere
  have e : S ∩ closedBall a rc = insert a (neighbours S rc a) := by
    ext b
    simp only [Set.mem_inter_iff, mem_closedBall, Set.mem_insert_iff, neighbours,
      Set.mem_ofPred_eq]
    by_cases hb : b = a
    · subst hb
      simp [ha, hrc]
    · simp [hb]
  have hN : (neighbours S rc a).Finite := hfin.subset (by rw [e]; exact Set.subset_insert _ _)
  have hna : a ∉ neighbours S rc a := fun h => h.2.1 rfl
  rw [e, Set.ncard_insert_of_notMem hna hN] at hle
  push_cast at hle
  exact ⟨hN, by linarith⟩
```

## Equality on a line

The chain is built from the labels $0,\dots,n$, so `n` counts the spacings and there are $n+1$ atoms.

```lean
open scoped Classical in
/-- The linear chain with atoms at `0, δ, 2δ, …, nδ`. -/
def chain (δ : ℝ) (n : ℕ) : Finset (Space 1) :=
  (Finset.range (n + 1)).image (fun k : ℕ => EuclideanSpace.single (0 : Fin 1) ((k : ℝ) * δ))
```

The theorem has three parts: the chain satisfies the separation condition, every atom is within $n\delta/2$ of the midpoint, and the number of atoms equals the bound, with the exponent 1 standing for $d=1$. For the first part, two different labels differ by at least 1, so the positions differ by at least $\delta$. The last part needs `hinj`, that different labels give different positions. For $n=0$ the chain is one atom with cutoff zero. The theorem makes no statement about equality in higher dimensions.

```lean
/-- In one dimension the bound is attained: the chain with spacing `δ > 0`, seen from its
midpoint with cutoff `n δ / 2`, has exactly `1 + 2 rc / δ` atoms within the cutoff. -/
theorem chain_attains_bound {δ : ℝ} (hδ : 0 < δ) (n : ℕ) :
    MinSeparated δ (chain δ n : Set (Space 1)) ∧
      (∀ x ∈ chain δ n, dist x (EuclideanSpace.single (0 : Fin 1) (n * δ / 2)) ≤ n * δ / 2) ∧
      ((chain δ n).card : ℝ) = (1 + 2 * (n * δ / 2) / δ) ^ 1 := by
  refine ⟨?_, ?_, ?_⟩
  · intro x hx y hy hxy
    obtain ⟨k, -, rfl⟩ := Finset.mem_image.1 (Finset.mem_coe.1 hx)
    obtain ⟨l, -, rfl⟩ := Finset.mem_image.1 (Finset.mem_coe.1 hy)
    have hkl : k ≠ l := fun h => hxy (by rw [h])
    rw [PiLp.dist_single_same, Real.dist_eq, le_abs]
    rcases lt_or_gt_of_ne hkl with h | h
    · have h1 : (k : ℝ) + 1 ≤ l := by exact_mod_cast h
      right
      nlinarith [mul_nonneg (sub_nonneg.2 h1) hδ.le]
    · have h1 : (l : ℝ) + 1 ≤ k := by exact_mod_cast h
      left
      nlinarith [mul_nonneg (sub_nonneg.2 h1) hδ.le]
  · intro x hx
    obtain ⟨k, hk, rfl⟩ := Finset.mem_image.1 hx
    have hkn : (k : ℝ) ≤ n := by exact_mod_cast Nat.lt_succ_iff.1 (Finset.mem_range.1 hk)
    have h0 : 0 ≤ (k : ℝ) * δ := by positivity
    have h1 : (k : ℝ) * δ ≤ n * δ := mul_le_mul_of_nonneg_right hkn hδ.le
    rw [PiLp.dist_single_same, Real.dist_eq, abs_le]
    constructor <;> linarith
  · -- distinct labels give distinct positions
    have hinj : Function.Injective
        (fun k : ℕ => EuclideanSpace.single (0 : Fin 1) ((k : ℝ) * δ)) := by
      intro k l h
      have h1 : (k : ℝ) * δ = l * δ := by simpa using congrArg (fun v : Space 1 => v 0) h
      exact_mod_cast mul_right_cancel₀ hδ.ne' h1
    rw [chain, Finset.card_image_of_injective _ hinj, Finset.card_range]
    push_cast
    field_simp
    ring
```

## No bound without a minimum distance

The last theorem produces, for every `N`, a set of exactly `N` points within the cutoff. Its proof uses the points $x_k$ from above: `hinj` shows that they are distinct, and the closing lines compute the distance $r_c/(k+1)$. Each such finite set with at least two points has a positive smallest distance, but this distance shrinks as `N` grows. The bound therefore relies on a $\delta$ fixed in advance for all configurations.

```lean
/-- Without a minimum distance there is no bound: for `d ≥ 1` and `rc > 0`, any number `N` of
distinct points fits within distance `rc` of a given point. -/
theorem unbounded_without_separation {d : ℕ} (hd : 0 < d) {rc : ℝ} (hrc : 0 < rc)
    (c : Space d) (N : ℕ) :
    ∃ s : Finset (Space d), s.card = N ∧ ∀ x ∈ s, dist x c ≤ rc := by
  obtain ⟨v, hv⟩ : ∃ v : Space d, ‖v‖ = 1 :=
    ⟨EuclideanSpace.single (⟨0, hd⟩ : Fin d) (1 : ℝ), by simp⟩
  have hv0 : v ≠ 0 := by
    intro h
    rw [h, norm_zero] at hv
    exact zero_ne_one hv
  -- the points at distances `rc / (k + 1)` from `c` along `v` are distinct
  have hinj : Function.Injective (fun k : ℕ => c + (rc / ((k : ℝ) + 1)) • v) := by
    intro k l h
    have h1 : rc / ((k : ℝ) + 1) = rc / ((l : ℝ) + 1) :=
      smul_left_injective ℝ hv0 (add_left_cancel h)
    rw [div_eq_div_iff (by positivity) (by positivity)] at h1
    have h2 : (l : ℝ) + 1 = k + 1 := mul_left_cancel₀ hrc.ne' h1
    have h3 : (k : ℝ) = l := by linarith
    exact_mod_cast h3
  refine ⟨(Finset.range N).map ⟨_, hinj⟩, by rw [Finset.card_map, Finset.card_range], ?_⟩
  intro x hx
  obtain ⟨k, -, rfl⟩ := Finset.mem_map.1 hx
  change dist (c + (rc / ((k : ℝ) + 1)) • v) c ≤ rc
  have hk : (0 : ℝ) ≤ k := Nat.cast_nonneg k
  rw [dist_eq_norm, add_sub_cancel_left, norm_smul, hv, mul_one, Real.norm_eq_abs,
    abs_of_nonneg (by positivity)]
  exact div_le_self hrc.le (by linarith)

end

end NeighbourCount
```

```lean
#print axioms NeighbourCount.neighbours_bound
-- 'NeighbourCount.neighbours_bound' depends on axioms: [propext, Classical.choice, Quot.sound]
#print axioms NeighbourCount.chain_attains_bound
-- 'NeighbourCount.chain_attains_bound' depends on axioms: [propext, Classical.choice, Quot.sound]
#print axioms NeighbourCount.unbounded_without_separation
-- 'NeighbourCount.unbounded_without_separation' depends on axioms: [propext, Classical.choice, Quot.sound]
```
